# The tangent Dirac operator on an odd ring is Hermitian and has a single zero level

The sites of the periodic grid are the elements of `ZMod N`, the integers modulo N ≥ 1, so that j + 1 wraps around the ring. A wave function is a function ψ from the sites to ℂ, and operators are complex N × N matrices. The model is a free, massless, one-component particle in one dimension, with ħ and the velocity set to 1.

```lean
import Mathlib

open Matrix
open Complex (I exp)
open scoped Real

namespace TangentDirac

noncomputable section
```

## The ring, its waves and its energies

The cyclic shift T acts as

(Tψ)(j) = ψ(j+1).

```lean
/-- The cyclic shift on a ring of `N` sites, `(T ψ)(j) = ψ(j + 1)`. -/
def shift (N : ℕ) : Matrix (ZMod N) (ZMod N) ℂ :=
  Matrix.of fun i j => if j = i + 1 then 1 else 0
```

With real lattice spacing a, (T − 1)/a is a difference quotient and (T + 1)/2 averages two neighbours. Their quotient, times −i, is the tangent discretisation of the momentum operator, which for this particle is also the Hamiltonian:

D = −(2i/a)(T − 1)(T + 1)⁻¹.

For even N or a = 0, Lean's conventions make `dirac` the zero matrix, which has no physical meaning.

```lean
/-- The tangent discretisation `-(2i/a) (T - 1) (T + 1)⁻¹` of the momentum operator,
meant for odd `N` and lattice spacing `a ≠ 0`. -/
def dirac (N : ℕ) [NeZero N] (a : ℝ) : Matrix (ZMod N) (ZMod N) ℂ :=
  (-2 * I / (a : ℂ)) • ((shift N - 1) * (shift N + 1)⁻¹)
```

For integer k, the plane wave is

φ_k(j) = exp(2πikj/N), j = 0, …, N − 1.

Its norm is √N; φ_k/√N is normalised.

```lean
/-- The plane wave `exp(2πi k j / N)` on the sites `j = 0, …, N - 1`, for `N ≥ 1`. -/
def planeWave (N : ℕ) (k : ℤ) (j : ZMod N) : ℂ :=
  exp (2 * π * I * k * j.val / N)
```

The candidate energies are

E_k = (2/a) tan(πk/N).

```lean
/-- The tangent dispersion `(2/a) tan(πk/N)`, meant for odd `N` and `a ≠ 0`. -/
def energy (N : ℕ) (a : ℝ) (k : ℤ) : ℝ := 2 / a * Real.tan (π * k / N)
```

Row j of T has its only nonzero entry in column j + 1, so the matrix acts as intended.

```lean
variable {N : ℕ} [NeZero N]

/-- The shift matrix moves a wave function by one site. -/
theorem shift_mulVec (ψ : ZMod N → ℂ) (j : ZMod N) :
    (shift N *ᵥ ψ) j = ψ (j + 1) := by
  simp [shift, Matrix.mulVec, dotProduct]
```

If ψ(j+1) = zψ(j) at every site, induction gives

ψ(j+n) = zⁿψ(j).

For n = N this returns to the starting site.

```lean
omit [NeZero N] in
/-- A wave function that gains a factor `z` per site gains `z ^ n` over `n` sites. -/
theorem bloch_iterate {ψ : ZMod N → ℂ} {z : ℂ} (h : ∀ j, ψ (j + 1) = z * ψ j)
    (n : ℕ) (j : ZMod N) : ψ (j + n) = z ^ n * ψ j := by
  induction n with
  | zero => simp
  | succ n ih =>
    rw [Nat.cast_succ, ← add_assoc, h, ih]
    ring
```

For a plane wave the factor is z_k = exp(2πik/N):

φ_k(j+1) = z_k φ_k(j).

This also holds from site N − 1 to site 0, because z_k^N = 1. Lean obtains both cases at once by writing φ_k as an additive character of `ZMod N`.

```lean
/-- A plane wave gains the phase `exp(2πi k / N)` per site, also across the boundary. -/
theorem planeWave_succ (k : ℤ) (j : ZMod N) :
    planeWave N k (j + 1) = exp (2 * π * I * k / N) * planeWave N k j := by
  -- the plane wave is an additive character of the ring of sites
  have key : ∀ i : ZMod N, planeWave N k i = ZMod.stdAddChar ((k : ZMod N) * i) := by
    intro i
    have hi : (k : ZMod N) * i = ((k * (i.val : ℤ) : ℤ) : ZMod N) := by
      push_cast
      rw [ZMod.natCast_zmod_val]
    rw [hi, ZMod.stdAddChar_coe, planeWave]
    congr 1
    push_cast
    ring
  rw [key, key, mul_add, mul_one, AddChar.map_add_eq_mul, ZMod.stdAddChar_coe, mul_comm]
```

## T + 1 is invertible exactly for odd N

If N = 2m, then z_m = exp(iπ) = −1, so (T + 1)φ_m = 0 with φ_m ≠ 0.

If N is odd and (T + 1)x = (T + 1)y, the difference d = x − y changes sign at each step. Once around the ring,

d(j) = (−1)^N d(j) = −d(j),

so d = 0. An injective square matrix is invertible.

```lean
/-- On a ring of `N ≥ 1` sites, `T + 1` is invertible exactly when `N` is odd. -/
theorem isUnit_shift_add_one_iff : IsUnit (shift N + 1) ↔ Odd N := by
  rw [← Matrix.mulVec_injective_iff_isUnit]
  constructor
  · intro hinj
    by_contra hodd
    obtain ⟨m, hm⟩ := Nat.not_odd_iff_even.1 hodd
    have hN0 : (N : ℂ) ≠ 0 := Nat.cast_ne_zero.2 (NeZero.ne N)
    have hm' : (N : ℂ) = m + m := by exact_mod_cast hm
    -- the wave at the zone boundary alternates in sign and is annihilated
    have hphase : exp (2 * π * I * ((m : ℤ) : ℂ) / N) = -1 := by
      rw [← Complex.exp_pi_mul_I]
      congr 1
      rw [div_eq_iff hN0, hm']
      push_cast
      ring
    have h0 : planeWave N m = 0 := by
      apply hinj
      funext j
      simp only [Matrix.add_mulVec, Matrix.one_mulVec, Matrix.mulVec_zero, Pi.add_apply,
        Pi.zero_apply, shift_mulVec]
      rw [planeWave_succ, hphase]
      ring
    exact Complex.exp_ne_zero _ (congrFun h0 0)
  · intro hN x y hxy
    have h : ∀ j, (x - y) (j + 1) = -1 * (x - y) j := by
      intro j
      have hj := congrFun hxy j
      simp only [Matrix.add_mulVec, Matrix.one_mulVec, Pi.add_apply, shift_mulVec] at hj
      simp only [Pi.sub_apply]
      linear_combination hj
    funext j
    -- once around the ring the sign is reversed
    have hj := bloch_iterate h N j
    rw [ZMod.natCast_self, add_zero, hN.neg_one_pow] at hj
    simp only [Pi.sub_apply] at hj
    linear_combination hj / 2
```

## Hermiticity and the two-site equation

Let N be odd and W = (T + 1)⁻¹. Since T†T = 1,

(T† − 1)(T + 1) = T† − T = −(T† + 1)(T − 1).

Multiply by W† on the left and W on the right. With (T + 1)W = 1 and its adjoint W†(T† + 1) = 1,

W†(T† − 1) = −(T − 1)W.

Thus (T − 1)W is anti-Hermitian. The prefactor −2i/a is imaginary, so D† = D.

```lean
/-- For odd `N` the tangent Dirac operator is Hermitian. -/
theorem dirac_isHermitian (hN : Odd N) (a : ℝ) : (dirac N a).IsHermitian := by
  have hdet := (Matrix.isUnit_iff_isUnit_det _).1 (isUnit_shift_add_one_iff.2 hN)
  have hT : (shift N)ᴴ * shift N = 1 := by
    rw [mul_eq_one_comm]
    ext i j
    by_cases h : i = j
    · simp [Matrix.mul_apply, shift, Matrix.one_apply, h]
    · simp [Matrix.mul_apply, shift, h, Ne.symm h]
  have hW := Matrix.mul_nonsing_inv _ hdet
  have hW' := congrArg Matrix.conjTranspose hW
  rw [dirac]
  generalize (shift N + 1)⁻¹ = W at hW hW' ⊢
  rw [Matrix.conjTranspose_mul, Matrix.conjTranspose_add, Matrix.conjTranspose_one] at hW'
  -- unitarity of the shift makes its Cayley transform anti-Hermitian
  have hswap : ((shift N)ᴴ - 1) * (shift N + 1) = -(((shift N)ᴴ + 1) * (shift N - 1)) := by
    linear_combination (norm := noncomm_ring) (2 : ℤ) • hT
  have hC : ((shift N - 1) * W)ᴴ = -((shift N - 1) * W) := by
    rw [Matrix.conjTranspose_mul, Matrix.conjTranspose_sub, Matrix.conjTranspose_one]
    calc Wᴴ * ((shift N)ᴴ - 1)
        = Wᴴ * ((shift N)ᴴ - 1) * ((shift N + 1) * W) := by rw [hW, mul_one]
      _ = Wᴴ * (((shift N)ᴴ - 1) * (shift N + 1)) * W := by simp only [mul_assoc]
      _ = -(Wᴴ * ((shift N)ᴴ + 1) * ((shift N - 1) * W)) := by
          rw [hswap]
          noncomm_ring
      _ = -((shift N - 1) * W) := by rw [hW', one_mul]
  have hs : star (-2 * I / (a : ℂ)) = -(-2 * I / (a : ℂ)) := by
    simp only [Complex.star_def, map_div₀, map_mul, map_neg, Complex.conj_I,
      Complex.conj_ofReal, map_ofNat]
    ring
  rw [Matrix.IsHermitian, Matrix.conjTranspose_smul, hC, hs, neg_smul, smul_neg, neg_neg]
```

T + 1 and T − 1 commute, hence (T + 1)D = −(2i/a)(T − 1). Applying T + 1 to Dψ = Eψ and halving gives

−i(ψ(j+1) − ψ(j))/a = E(ψ(j+1) + ψ(j))/2.

Invertibility of T + 1 makes the step reversible. For odd N, T^N = 1 gives (T + 1)⁻¹ = ½ Σ_{n=0}^{N−1} (−1)ⁿTⁿ, so D = (2i/a) Σ_{n=1}^{N−1} (−1)ⁿTⁿ couples all pairs of different sites, including distant ones once N ≥ 5. Its eigenvalue problem is nevertheless equivalent to a generalised one that couples only neighbours.

```lean
/-- For odd `N` the eigenvalue equation of the tangent Dirac operator is equivalent to a generalised
eigenvalue equation that couples neighbouring sites only. -/
theorem dirac_iff_local (hN : Odd N) (a : ℝ) (E : ℂ) (ψ : ZMod N → ℂ) :
    dirac N a *ᵥ ψ = E • ψ ↔
      ∀ j, -I * (ψ (j + 1) - ψ j) / a = E * (ψ (j + 1) + ψ j) / 2 := by
  have hU := isUnit_shift_add_one_iff.2 hN
  have hdet := (Matrix.isUnit_iff_isUnit_det _).1 hU
  have key : (shift N + 1) * dirac N a = (-2 * I / (a : ℂ)) • (shift N - 1) := by
    rw [dirac, Matrix.mul_smul, ← Matrix.mul_assoc,
      show (shift N + 1) * (shift N - 1) = (shift N - 1) * (shift N + 1) by noncomm_ring,
      Matrix.mul_assoc, Matrix.mul_nonsing_inv _ hdet, Matrix.mul_one]
  rw [← (Matrix.mulVec_injective_iff_isUnit.2 hU).eq_iff, Matrix.mulVec_mulVec, key,
    Matrix.smul_mulVec, Matrix.mulVec_smul, funext_iff]
  refine forall_congr' fun j => ?_
  simp only [Pi.smul_apply, smul_eq_mul, Matrix.sub_mulVec, Matrix.add_mulVec,
    Matrix.one_mulVec, Pi.sub_apply, Pi.add_apply, shift_mulVec]
  constructor <;> intro h
  · linear_combination h / 2
  · linear_combination 2 * h
```

## The tangent dispersion

Put θ = πk/N. Then z_k = exp(2iθ), and

z_k − 1 = 2i sin θ exp(iθ),
z_k + 1 = 2 cos θ exp(iθ).

If cos θ were zero, 2k = (2n+1)N for some integer n, an even number equal to an odd one. So tan θ is finite and

−(2i/a)(z_k − 1) = (4/a) sin θ exp(iθ) = E_k(z_k + 1).

```lean
/-- For odd `N` the Bloch phase `z = exp(2πi k / N)` and the tangent energy `E` obey
`-(2i/a) (z - 1) = E (z + 1)`. -/
theorem dispersion (hN : Odd N) (a : ℝ) (k : ℤ) :
    -2 * I / (a : ℂ) * (exp (2 * π * I * k / N) - 1) =
      energy N a k * (exp (2 * π * I * k / N) + 1) := by
  obtain ⟨θ, hθ⟩ : ∃ θ : ℝ, θ = π * k / N := ⟨_, rfl⟩
  -- the tangent has no pole here, because N is odd
  have hc : Real.cos θ ≠ 0 := by
    intro h
    obtain ⟨n, hn⟩ := Real.cos_eq_zero_iff.1 h
    rw [hθ, div_eq_iff (Nat.cast_ne_zero.2 (NeZero.ne N))] at hn
    have h1 : (2 * k : ℝ) = (2 * n + 1) * N :=
      mul_left_cancel₀ Real.pi_ne_zero (by linear_combination 2 * hn)
    have h2 : 2 * k = (2 * n + 1) * (N : ℤ) := by exact_mod_cast h1
    obtain ⟨m, hm⟩ := hN
    have hm' : (N : ℤ) = 2 * m + 1 := by exact_mod_cast hm
    rw [hm'] at h2
    have h3 : 2 * (k - 2 * (n * m) - n - m) = 1 := by linear_combination h2
    omega
  have ht : (Real.tan θ : ℂ) * (Real.cos θ : ℂ) = (Real.sin θ : ℂ) := by
    exact_mod_cast Real.tan_mul_cos hc
  have hp : (Real.sin θ : ℂ) ^ 2 + (Real.cos θ : ℂ) ^ 2 = 1 := by
    exact_mod_cast Real.sin_sq_add_cos_sq θ
  have hE : (energy N a k : ℂ) = 2 / a * (Real.tan θ : ℂ) := by
    rw [energy, ← hθ]
    simp
  have hz : exp (2 * π * I * k / N) = ((Real.cos θ : ℂ) + (Real.sin θ : ℂ) * I) ^ 2 := by
    rw [Complex.ofReal_cos, Complex.ofReal_sin, ← Complex.exp_mul_I, ← Complex.exp_nat_mul]
    congr 1
    rw [hθ]
    push_cast
    ring
  rw [hE, hz]
  generalize (Real.tan θ : ℂ) = t at *
  generalize (Real.cos θ : ℂ) = c at *
  generalize (Real.sin θ : ℂ) = s at *
  have hm : (c + s * I) ^ 2 - 1 = 2 * I * s * (c + s * I) := by
    linear_combination hp - s ^ 2 * Complex.I_sq
  have hq : (c + s * I) ^ 2 + 1 = 2 * c * (c + s * I) := by
    linear_combination -hp + s ^ 2 * Complex.I_sq
  rw [hm, hq]
  linear_combination (-4 / (a : ℂ) * s * (c + s * I)) * Complex.I_sq
    - 4 / (a : ℂ) * (c + s * I) * ht
```

Multiplying by φ_k(j)/2 gives the two-site equation, hence Dφ_k = E_kφ_k.

```lean
/-- For odd `N` each plane wave is an eigenvector with eigenvalue `(2/a) tan(πk/N)`. -/
theorem dirac_planeWave (hN : Odd N) (a : ℝ) (k : ℤ) :
    dirac N a *ᵥ planeWave N k = (energy N a k : ℂ) • planeWave N k := by
  refine (dirac_iff_local hN a _ _).2 fun j => ?_
  rw [planeWave_succ]
  linear_combination (planeWave N k j / 2) * dispersion hN a k
```

## N distinct levels and no others

Let a ≠ 0 and α = −2i/a. If E_k = E_l = E, then

α(z_k − 1) = E(z_k + 1),
α(z_l − 1) = E(z_l + 1).

Multiply the first by z_l + 1, the second by z_k + 1, and subtract: 2α(z_k − z_l) = 0. Equal phases mean that N divides k − l. The converse is the period π of the tangent. Taking l = 0, the energy vanishes only for k ≡ 0 mod N.

```lean
/-- For odd `N` and `a ≠ 0` two tangent energies agree exactly when their wave numbers
agree modulo `N`. -/
theorem energy_eq_iff (hN : Odd N) {a : ℝ} (ha : a ≠ 0) (k l : ℤ) :
    energy N a k = energy N a l ↔ (N : ℤ) ∣ k - l := by
  constructor
  · intro h
    have hk := dispersion hN a k
    have hl := dispersion hN a l
    rw [← h] at hl
    have hα : 2 * (-2 * I / (a : ℂ)) ≠ 0 := by simp [ha]
    -- equal energies force equal Bloch phases
    have hz : exp (2 * π * I * k / N) = exp (2 * π * I * l / N) := by
      apply mul_left_cancel₀ hα
      linear_combination (exp (2 * π * I * l / N) + 1) * hk
        - (exp (2 * π * I * k / N) + 1) * hl
    obtain ⟨n, hn⟩ := Complex.exp_eq_exp_iff_exists_int.1 hz
    have hN0 : (N : ℂ) ≠ 0 := Nat.cast_ne_zero.2 (NeZero.ne N)
    refine ⟨n, ?_⟩
    have h1 : (k : ℂ) - l = N * n := by
      apply mul_left_cancel₀ Complex.two_pi_I_ne_zero
      have h2 : 2 * π * I * k / N * N = (2 * π * I * l / N + n * (2 * π * I)) * N := by
        rw [hn]
      rw [add_mul, div_mul_cancel₀ _ hN0, div_mul_cancel₀ _ hN0] at h2
      linear_combination h2
    exact_mod_cast h1
  · rintro ⟨n, hn⟩
    have hN0 : (N : ℝ) ≠ 0 := Nat.cast_ne_zero.2 (NeZero.ne N)
    have hk : (k : ℝ) = l + N * n := by
      have h1 : k = l + N * n := by linarith
      exact_mod_cast h1
    have hx : π * k / N = π * l / N + n * π := by
      rw [hk, div_add' _ _ _ hN0]
      ring
    rw [energy, energy, hx, Real.tan_add_int_mul_pi]
```

Conversely, let ψ ≠ 0 be an eigenvector with eigenvalue E, a priori complex. The two-site equation reads

(α − E)ψ(j+1) = (α + E)ψ(j).

If E = α, this gives 2αψ = 0, a contradiction. So ψ gains the factor z = (α + E)/(α − E) per site, and periodicity gives z^N = 1, so z = z_k for some k. Comparison with the dispersion yields

E(z + 1) = E_k(z + 1).

Here z ≠ −1, since z = −1 would require α = 0. Hence E = E_k.

```lean
/-- For odd `N` and `a ≠ 0` the eigenvalues of the tangent Dirac operator are exactly the
numbers `(2/a) tan(πk/N)` with integer `k`. -/
theorem dirac_spectrum (hN : Odd N) {a : ℝ} (ha : a ≠ 0) (E : ℂ) :
    (∃ ψ : ZMod N → ℂ, ψ ≠ 0 ∧ dirac N a *ᵥ ψ = E • ψ) ↔
      ∃ k : ℤ, E = energy N a k := by
  constructor
  · rintro ⟨ψ, hψ, h⟩
    have hl := (dirac_iff_local hN a E ψ).1 h
    obtain ⟨α, hα⟩ : ∃ α : ℂ, α = -2 * I / (a : ℂ) := ⟨_, rfl⟩
    have hα0 : α ≠ 0 := by
      rw [hα]
      simp [ha]
    have hrec : ∀ j, (α - E) * ψ (j + 1) = (α + E) * ψ j := by
      intro j
      rw [hα]
      linear_combination 2 * hl j
    have hne : α - E ≠ 0 := by
      intro h0
      apply hψ
      funext j
      have h1 : α * ψ j = 0 := by
        linear_combination (ψ (j + 1) + ψ j) / 2 * h0 - hrec j / 2
      exact (mul_eq_zero.1 h1).resolve_left hα0
    -- every eigenvector is a Bloch wave with a fixed factor z per site
    obtain ⟨z, hz⟩ : ∃ z : ℂ, z * (α - E) = α + E :=
      ⟨(α + E) / (α - E), div_mul_cancel₀ _ hne⟩
    have hstep : ∀ j, ψ (j + 1) = z * ψ j := fun j =>
      mul_left_cancel₀ hne (by linear_combination hrec j - ψ j * hz)
    obtain ⟨j, hj⟩ := Function.ne_iff.1 hψ
    have hj' : ψ j ≠ 0 := hj
    -- periodicity makes z a root of unity
    have hzN : z ^ N = 1 := by
      have h1 := bloch_iterate hstep N j
      rw [ZMod.natCast_self, add_zero] at h1
      exact mul_right_cancel₀ hj' (by rw [one_mul]; exact h1.symm)
    obtain ⟨k, _, hk⟩ :=
      (Complex.isPrimitiveRoot_exp N (NeZero.ne N)).eq_pow_of_pow_eq_one hzN
    have hphase : exp (2 * π * I * ((k : ℤ) : ℂ) / N) = z := by
      rw [← hk, ← Complex.exp_nat_mul]
      congr 1
      push_cast
      ring
    have hd := dispersion hN a (k : ℤ)
    rw [hphase, ← hα] at hd
    have hz1 : z + 1 ≠ 0 := by
      intro h0
      apply hα0
      linear_combination (α - E) / 2 * h0 - hz / 2
    exact ⟨k, mul_right_cancel₀ hz1 (by linear_combination hd - hz)⟩
  · rintro ⟨k, rfl⟩
    exact ⟨planeWave N k, fun h => Complex.exp_ne_zero _ (congrFun h 0),
      dirac_planeWave hN a k⟩

end

end TangentDirac
```

```lean
#print axioms TangentDirac.dirac_isHermitian
-- 'TangentDirac.dirac_isHermitian' depends on axioms: [propext, Classical.choice, Quot.sound]
#print axioms TangentDirac.energy_eq_iff
-- 'TangentDirac.energy_eq_iff' depends on axioms: [propext, Classical.choice, Quot.sound]
#print axioms TangentDirac.dirac_spectrum
-- 'TangentDirac.dirac_spectrum' depends on axioms: [propext, Classical.choice, Quot.sound]
```

## One site and three sites

For N = 1, T = 1 and D = 0, with the single level 0. For N = 3 the levels are 0 and ±2√3/a.

For the free one-dimensional particle treated here, the central difference −i(T − T†)/(2a) would give the energies sin(2πk/N)/a. On a large odd ring their magnitude falls back towards zero near the zone boundary, k ≈ ±N/2, whereas the tangent energies are largest in magnitude there.
